# The velocities of particles at known positions fix the drift and angular velocity of a rigid motion exactly when the positions are not collinear

A finite set of particles at positions `r i` in three-dimensional real space moves rigidly, with drift `a` and angular velocity `b`, so that particle `i` has velocity `a + b × r i`. The theorem says that the linear map from the pair `(a, b)` to the list of velocities is injective exactly when the positions are not collinear; no particles, or particles all at one point, count as collinear. For one direction, the attempt takes collinear positions and builds a rotation with `b ≠ 0` that leaves every particle at rest. For the other, it supposes that all velocities vanish and shows that `b ≠ 0` would put every particle on the rotation axis, so `b = 0`, and then `a = 0` because there is at least one particle.

In Lean, a first try:

```lean
import Mathlib

open Matrix

namespace RigidVelocityInjectiveIff

/-- Vectors in three-dimensional space. -/
abbrev Vec := Fin 3 → ℝ

variable {N : ℕ}

/-- The velocities `a + b × rᵢ` of a rigid motion with drift `a` and angular velocity `b`. -/
def rigidVelocity (r : Fin N → Vec) : (Vec × Vec) →ₗ[ℝ] (Fin N → Vec) where
  toFun x := fun i => x.1 + x.2 ⨯₃ r i
  map_add' x y := by
    funext i
    simp only [Prod.fst_add, Prod.snd_add, map_add, LinearMap.add_apply, Pi.add_apply]
    abel
  map_smul' c x := by
    funext i
    simp only [Prod.smul_fst, Prod.smul_snd, map_smul, LinearMap.smul_apply, Pi.smul_apply,
      RingHom.id_apply, smul_add]

/-- Different rigid motions give different particle velocities exactly when the positions
are not collinear. -/
theorem rigidVelocity_injective_iff (r : Fin N → Vec) :
    Function.Injective (rigidVelocity r) ↔ ¬ Collinear ℝ (Set.range r) := by
  constructor
  · intro hinj hcol
    obtain ⟨p, v, hv⟩ := (collinear_iff_exists_forall_eq_smul_vadd ℝ _).1 hcol
    -- a rotation about the common line moves no particle
    obtain ⟨b, hb, hbv⟩ : ∃ b : Vec, b ≠ 0 ∧ b ⨯₃ v = 0 := by
      by_cases h : v = 0
      · exact ⟨![1, 0, 0], fun h' => by simpa using congrFun h' 0, by rw [h, map_zero]⟩
      · exact ⟨v, h, cross_self v⟩
    have h0 : rigidVelocity r (-(b ⨯₃ p), b) = 0 := by
      funext i
      obtain ⟨t, ht⟩ := hv (r i) ⟨i, rfl⟩
      change -(b ⨯₃ p) + b ⨯₃ r i = 0
      rw [ht, vadd_eq_add, map_add, map_smul, hbv, smul_zero, zero_add, neg_add_cancel]
    exact hb (congrArg Prod.snd (hinj (h0.trans (map_zero _).symm)))
  · intro hcol
    rw [injective_iff_map_eq_zero]
    rintro ⟨a, b⟩ hx
    have hi : ∀ i, a + b ⨯₃ r i = 0 := fun i => congrFun hx i
    have hb : b = 0 := by
      by_contra hb
      apply hcol
      have hn : b ⬝ᵥ b ≠ 0 := fun h => hb (dotProduct_self_eq_zero.1 h)
      obtain ⟨c, hc⟩ : ∃ c : ℝ, c * (b ⬝ᵥ b) = 1 := ⟨_, inv_mul_cancel₀ hn⟩
      simp only [dotProduct, Fin.sum_univ_three] at hc
      -- all particles at rest lie on the rotation axis
      refine (collinear_iff_exists_forall_eq_smul_vadd ℝ _).2 ⟨c • (b ⨯₃ a), b, ?_⟩
      rintro _ ⟨i, rfl⟩
      refine ⟨c * (b 0 * r i 0 + b 1 * r i 1 + b 2 * r i 2), ?_⟩
      have h0 := congrFun (hi i) 0
      have h1 := congrFun (hi i) 1
      have h2 := congrFun (hi i) 2
      simp [cross_apply] at h0 h1 h2
      ext k
      fin_cases k <;> simp [cross_apply]
      · linear_combination (-r i 0) * hc - c * (b 1 * h2 - b 2 * h1)
      · linear_combination (-r i 1) * hc - c * (b 2 * h0 - b 0 * h2)
      · linear_combination (-r i 2) * hc - c * (b 0 * h1 - b 1 * h0)
    subst hb
    have hne : (Set.range r).Nonempty := by
      by_contra h
      rw [Set.not_nonempty_iff_eq_empty] at h
      exact hcol (h ▸ collinear_empty ℝ Vec)
    obtain ⟨_, i, _⟩ := hne
    have ha : a = 0 := by simpa using hi i
    rw [ha]
    rfl

end RigidVelocityInjectiveIff
```

Compiling this gives:

```
Main.lean:30:26: error: Function expected at
  collinear_iff_exists_forall_eq_smul_vadd ?m.34
but this term has type
  Collinear ?m.27 ?m.34 ↔ ∃ p₀ v, ∀ p ∈ ?m.34, ∃ r, p = r • v +ᵥ p₀

Note: Expected a function because this term is being applied to the argument
  _
Main.lean:30:67: error: Application type mismatch: The argument
  ℝ
has type
  Type
but is expected to have type
  Set ?m.29
in the application
  collinear_iff_exists_forall_eq_smul_vadd ℝ
Main.lean:53:14: error: Function expected at
  collinear_iff_exists_forall_eq_smul_vadd ?m.154
but this term has type
  Collinear ?m.147 ?m.154 ↔ ∃ p₀ v, ∀ p ∈ ?m.154, ∃ r, p = r • v +ᵥ p₀

Note: Expected a function because this term is being applied to the argument
  _
Main.lean:53:55: error: Application type mismatch: The argument
  ℝ
has type
  Type
but is expected to have type
  Set ?m.149
in the application
  collinear_iff_exists_forall_eq_smul_vadd ℝ
```

After these edits no error is left:

```diff
@@ -28,5 +28,6 @@
   constructor
   · intro hinj hcol
-    obtain ⟨p, v, hv⟩ := (collinear_iff_exists_forall_eq_smul_vadd ℝ _).1 hcol
+    rw [collinear_iff_exists_forall_eq_smul_vadd] at hcol
+    obtain ⟨p, v, hv⟩ := hcol
     -- a rotation about the common line moves no particle
     obtain ⟨b, hb, hbv⟩ : ∃ b : Vec, b ≠ 0 ∧ b ⨯₃ v = 0 := by
@@ -51,12 +52,14 @@
       simp only [dotProduct, Fin.sum_univ_three] at hc
       -- all particles at rest lie on the rotation axis
-      refine (collinear_iff_exists_forall_eq_smul_vadd ℝ _).2 ⟨c • (b ⨯₃ a), b, ?_⟩
+      rw [collinear_iff_exists_forall_eq_smul_vadd]
+      refine ⟨c • (b ⨯₃ a), b, ?_⟩
       rintro _ ⟨i, rfl⟩
       refine ⟨c * (b 0 * r i 0 + b 1 * r i 1 + b 2 * r i 2), ?_⟩
-      have h0 := congrFun (hi i) 0
-      have h1 := congrFun (hi i) 1
-      have h2 := congrFun (hi i) 2
+      have h0 : a 0 + (b ⨯₃ r i) 0 = 0 := congrFun (hi i) 0
+      have h1 : a 1 + (b ⨯₃ r i) 1 = 0 := congrFun (hi i) 1
+      have h2 : a 2 + (b ⨯₃ r i) 2 = 0 := congrFun (hi i) 2
       simp [cross_apply] at h0 h1 h2
       ext k
+      change r i k = c * (b 0 * r i 0 + b 1 * r i 1 + b 2 * r i 2) * b k + c * (b ⨯₃ a) k
       fin_cases k <;> simp [cross_apply]
       · linear_combination (-r i 0) * hc - c * (b 1 * h2 - b 2 * h1)
```

Diagnosis. Both uses of `collinear_iff_exists_forall_eq_smul_vadd` pass it two explicit arguments, `ℝ` and `_`, but it takes only one, the set of points. Lean therefore reads `ℝ` as that set, which gives the type mismatch. With its one argument supplied, the lemma is already an equivalence and can't be applied to `_`, hence "Function expected".

The repair rewrites with the lemma, first in `hcol` and then in the goal. `rw` finds the scalar field and the set by matching the `Collinear` statement, so neither has to be passed. `obtain` and `refine` then work on the existence statement directly.

The other changes answer no reported error. The types given to `h0`, `h1` and `h2`, and the new `change` line, write the vector equations out in coordinates before `simp` runs. They come after the second failure in the same tactic block, where Lean had stopped, so the messages don't show whether the original steps would have worked.
